# The structure factor of a quadratic divergence penalty, and the pinch point of its divergence-free limit in two or more dimensions

The structure factor in this note is defined as the inverse of an energy matrix, and not as a thermal average over spin configurations. A magnetisation mode with wavevector $q$ is taken to have a real amplitude vector $m$ with $d$ components, and $q$ has $d$ components too. Its energy, in dimensionless units, is half the quadratic form of

$$A_\kappa(q) = I + \frac{q q^T}{\kappa^2}, \qquad m^T A_\kappa(q)\, m = |m|^2 + \frac{(q\cdot m)^2}{\kappa^2}.$$

The second term penalises $q\cdot m$, which is the divergence of the magnetisation in Fourier space up to a factor $i$. The constant $\kappa$ is an inverse length that sets the strength of the penalty: the smaller $|\kappa|$ is, the more strictly the magnetisation is held divergence-free, as the ice rule requires of the coarse-grained field in spin ice.

## A closed form with one longitudinal eigenvalue

For $\kappa \neq 0$ the matrix $A_\kappa(q)$ is invertible, and

$$S_\kappa(q) = A_\kappa(q)^{-1} = I - \frac{q q^T}{|q|^2+\kappa^2}.$$

For $q\neq 0$ the longitudinal eigenvalue, along $q$, is $\kappa^2/(|q|^2+\kappa^2)$, and vectors orthogonal to $q$ are unchanged. As $\kappa\to 0$ at fixed $q\neq 0$, $S_\kappa(q)$ tends to the transverse projector

$$P(q) = I - \frac{q q^T}{|q|^2}.$$

For $d\ge 2$ this projector has no limit as $q\to 0$. That is the pinch point.

## Structure factors on a wavevector grid

Within the quadratic model, a code that fits simulated spin correlations near $q=0$ can use this closed form multiplied by an overall amplitude, so that the amplitude and $\kappa$ are the two fit parameters. In three dimensions the condition number of $A_\kappa(q)$ is $1+|q|^2/\kappa^2$, so for $q\neq0$ numerical inversion can lose accuracy at small $\kappa$, while the closed form needs no matrix inversion. If the longitudinal value is wanted by itself, $\kappa^2/(|q|^2+\kappa^2)$ is the better expression to evaluate, because $1-|q|^2/(|q|^2+\kappa^2)$ loses digits when $|\kappa|\ll|q|$.

The grid point $q=0$ needs separate thought. With $\kappa\neq 0$ the formula gives $I$ there, and this value joins smoothly to its surroundings. For the projector in two or more dimensions, no value assigned at $q=0$ makes $P$ continuous there. Averaging the values at $q$ and $-q$ to fill the gap gives $P(q)$ again, which depends on the direction of $q$.

## From the square of the dyad to the missing limit

Write $D = qq^T$ and $s=|q|^2$. Then

$$D^2 = q\,(q^Tq)\,q^T = sD.$$

For any number $b$,

$$\left(I+\frac{D}{\kappa^2}\right)(I-bD) = I + \left(\frac{1}{\kappa^2} - b - \frac{bs}{\kappa^2}\right)D.$$

The bracket vanishes for $b = 1/(s+\kappa^2)$, whose denominator is positive because $s\ge 0$ and $\kappa^2>0$. A right inverse of a square matrix is its inverse, which gives the closed form.

Acting on a vector, $S_\kappa(q)v = v - b\,(q\cdot v)\,q$. If $q\cdot v=0$, the result is $v$. If $v=q$, the factor is

$$1-\frac{s}{s+\kappa^2} = \frac{\kappa^2}{s+\kappa^2}.$$

For $q\ne0$ this equals $1/2$ exactly when $2\kappa^2 = s+\kappa^2$, that is, when $|q|^2=\kappa^2$. Within the model, $|\kappa|$ is therefore the half width at half maximum of the longitudinal response.

Now fix $q\neq0$ and let $\kappa\to0$. Since $s\neq 0$, $1/(s+\kappa^2)\to 1/s$ and $S_\kappa(q)\to P(q)$. The limit is symmetric because $D$ is. It is idempotent because

$$P^2 = I - \frac{2D}{s} + \frac{D^2}{s^2} = I-\frac{D}{s} = P.$$

It annihilates $q$, since $Pq = q - (s/s)q = 0$. Its trace is $d-1$, since $\operatorname{tr}D=\sum_i q_i^2=s$.

In the other order, fix $\kappa\neq0$ and let $q\to0$. Then $D\to0$ while $1/(s+\kappa^2)\to1/\kappa^2$, so $S_\kappa(q)\to I$ and there is no singularity.

For the projector, rescaling by $t\neq0$ changes nothing:

$$P(tq) = I-\frac{t^2D}{t^2s} = P(q).$$

So $P$ is constant along each ray. If a limit $L$ existed at $q=0$, it would equal $P(q)$ for every nonzero $q$. Take two different coordinate axes $e_i$ and $e_j$. The $(i,i)$ entry of $P(e_i)$ is $0$ and that of $P(e_j)$ is $1$, so $L$ cannot exist. In one dimension there is no second axis: $P(q)=0$ for every nonzero $q$, and the limit is $0$.

## The inverse and both limits in Lean

```lean
import Mathlib

open Matrix Filter Topology

namespace PinchPoint

noncomputable section

variable {n : Type*} [Fintype n] [DecidableEq n]

/-- The quadratic energy matrix `I + q qᵀ / κ²` of a magnetisation mode with wavevector `q`. -/
def stiffness (κ : ℝ) (q : n → ℝ) : Matrix n n ℝ :=
  1 + (κ ^ 2)⁻¹ • vecMulVec q q

/-- The static structure factor: the inverse of the quadratic energy matrix. -/
def structureFactor (κ : ℝ) (q : n → ℝ) : Matrix n n ℝ :=
  (stiffness κ q)⁻¹

/-- The transverse projector `I - q qᵀ / |q|²`. -/
def transverseProjector (q : n → ℝ) : Matrix n n ℝ :=
  1 - (q ⬝ᵥ q)⁻¹ • vecMulVec q q

omit [DecidableEq n] in
/-- The squared wavevector plus a nonzero squared inverse length is positive. -/
theorem denominator_pos {κ : ℝ} (hκ : κ ≠ 0) (q : n → ℝ) : 0 < q ⬝ᵥ q + κ ^ 2 := by
  have h1 : 0 ≤ q ⬝ᵥ q := Finset.sum_nonneg fun i _ => mul_self_nonneg (q i)
  have h2 : 0 < κ ^ 2 := by positivity
  linarith

omit [DecidableEq n] in
/-- The dyad `q qᵀ` squares to `|q|²` times itself. -/
theorem dyad_mul_dyad (q : n → ℝ) :
    vecMulVec q q * vecMulVec q q = (q ⬝ᵥ q) • vecMulVec q q := by
  ext i j
  simp only [Matrix.mul_apply, Matrix.vecMulVec_apply, Matrix.smul_apply, smul_eq_mul,
    dotProduct, Finset.sum_mul]
  exact Finset.sum_congr rfl fun k _ => by ring

/-- The matrix `I - b q qᵀ` subtracts from a vector `v` the multiple `b (q · v)` of `q`. -/
theorem one_sub_dyad_mulVec (b : ℝ) (q v : n → ℝ) :
    (1 - b • vecMulVec q q) *ᵥ v = v - (b * (q ⬝ᵥ v)) • q := by
  have h : vecMulVec q q *ᵥ v = (q ⬝ᵥ v) • q := by
    ext i
    simp only [Matrix.mulVec, dotProduct, Matrix.vecMulVec_apply, Pi.smul_apply,
      smul_eq_mul, Finset.sum_mul]
    exact Finset.sum_congr rfl fun k _ => by ring
  rw [Matrix.sub_mulVec, Matrix.one_mulVec, Matrix.smul_mulVec, h, smul_smul]

/-- For nonzero `κ` the energy matrix is invertible, and the structure factor is
`I - q qᵀ / (|q|² + κ²)`. -/
theorem structureFactor_eq {κ : ℝ} (hκ : κ ≠ 0) (q : n → ℝ) :
    stiffness κ q * structureFactor κ q = 1 ∧
      structureFactor κ q = 1 - (q ⬝ᵥ q + κ ^ 2)⁻¹ • vecMulVec q q := by
  have hs := (denominator_pos hκ q).ne'
  -- the coefficient of the dyad in the product cancels
  have hc : (κ ^ 2)⁻¹ - (q ⬝ᵥ q + κ ^ 2)⁻¹
      - (κ ^ 2)⁻¹ * (q ⬝ᵥ q + κ ^ 2)⁻¹ * (q ⬝ᵥ q) = 0 := by
    field_simp
    ring
  have hmul : stiffness κ q * (1 - (q ⬝ᵥ q + κ ^ 2)⁻¹ • vecMulVec q q) = 1 := by
    calc _ = 1 + ((κ ^ 2)⁻¹ - (q ⬝ᵥ q + κ ^ 2)⁻¹
          - (κ ^ 2)⁻¹ * (q ⬝ᵥ q + κ ^ 2)⁻¹ * (q ⬝ᵥ q)) • vecMulVec q q := by
          simp only [stiffness, add_mul, mul_sub, one_mul, mul_one, smul_mul_assoc,
            mul_smul_comm, dyad_mul_dyad]
          module
      _ = 1 := by rw [hc, zero_smul, add_zero]
  have hinv : structureFactor κ q = 1 - (q ⬝ᵥ q + κ ^ 2)⁻¹ • vecMulVec q q :=
    Matrix.inv_eq_right_inv hmul
  exact ⟨by rw [hinv, hmul], hinv⟩

/-- For nonzero `κ` the structure factor multiplies `q` by `κ² / (|q|² + κ²)` and leaves every
vector orthogonal to `q` unchanged. -/
theorem structureFactor_modes {κ : ℝ} (hκ : κ ≠ 0) (q : n → ℝ) :
    structureFactor κ q *ᵥ q = (κ ^ 2 / (q ⬝ᵥ q + κ ^ 2)) • q ∧
      ∀ v, q ⬝ᵥ v = 0 → structureFactor κ q *ᵥ v = v := by
  have hs := (denominator_pos hκ q).ne'
  rw [(structureFactor_eq hκ q).2]
  constructor
  · have h : κ ^ 2 / (q ⬝ᵥ q + κ ^ 2) = 1 - (q ⬝ᵥ q + κ ^ 2)⁻¹ * (q ⬝ᵥ q) := by
      field_simp
      ring
    rw [one_sub_dyad_mulVec, h, sub_smul, one_smul]
  · intro v hv
    rw [one_sub_dyad_mulVec, hv, mul_zero, zero_smul, sub_zero]

/-- For nonzero `κ` and `q`, the quadratic form `q · S q` equals half of `|q|²` exactly when `|q|² =
κ²`. -/
theorem longitudinal_half_width {κ : ℝ} (hκ : κ ≠ 0) {q : n → ℝ} (hq : q ≠ 0) :
    q ⬝ᵥ (structureFactor κ q *ᵥ q) = 1 / 2 * (q ⬝ᵥ q) ↔ q ⬝ᵥ q = κ ^ 2 := by
  have hs := (denominator_pos hκ q).ne'
  have hq2 : q ⬝ᵥ q ≠ 0 := fun h => hq (dotProduct_self_eq_zero.1 h)
  rw [(structureFactor_modes hκ q).1, dotProduct_smul, smul_eq_mul, mul_left_inj' hq2,
    div_eq_div_iff hs two_ne_zero]
  constructor <;> intro h <;> linarith

/-- For nonzero `q` the structure factor tends, as `κ → 0`, to the transverse projector, which
is symmetric and idempotent, annihilates `q`, and has trace one less than the dimension. -/
theorem tendsto_transverseProjector {q : n → ℝ} (hq : q ≠ 0) :
    Tendsto (fun κ : ℝ => structureFactor κ q) (𝓝[≠] 0) (𝓝 (transverseProjector q)) ∧
      (transverseProjector q)ᵀ = transverseProjector q ∧
      transverseProjector q * transverseProjector q = transverseProjector q ∧
      transverseProjector q *ᵥ q = 0 ∧
      (transverseProjector q).trace = (Fintype.card n : ℝ) - 1 := by
  have hs : q ⬝ᵥ q ≠ 0 := fun h => hq (dotProduct_self_eq_zero.1 h)
  refine ⟨?_, ?_, ?_, ?_, ?_⟩
  · -- the coefficient of the dyad is continuous at `κ = 0` because `|q|² ≠ 0`
    have h0 : Tendsto (fun κ : ℝ => q ⬝ᵥ q + κ ^ 2) (𝓝 0) (𝓝 (q ⬝ᵥ q)) := by
      have h : Continuous (fun κ : ℝ => q ⬝ᵥ q + κ ^ 2) := by fun_prop
      simpa using h.tendsto 0
    have h1 : Tendsto (fun κ : ℝ => 1 - (q ⬝ᵥ q + κ ^ 2)⁻¹ • vecMulVec q q) (𝓝[≠] 0)
        (𝓝 (transverseProjector q)) :=
      (tendsto_const_nhds.sub ((h0.inv₀ hs).smul_const (vecMulVec q q))).mono_left
        nhdsWithin_le_nhds
    refine h1.congr' ?_
    filter_upwards [self_mem_nhdsWithin] with κ hκ
    exact (structureFactor_eq hκ q).2.symm
  · have h : (vecMulVec q q)ᵀ = vecMulVec q q := by
      ext i j
      exact mul_comm _ _
    rw [transverseProjector, Matrix.transpose_sub, Matrix.transpose_one,
      Matrix.transpose_smul, h]
  · have hc : 2 * (q ⬝ᵥ q)⁻¹ - (q ⬝ᵥ q)⁻¹ * (q ⬝ᵥ q)⁻¹ * (q ⬝ᵥ q) = (q ⬝ᵥ q)⁻¹ := by
      rw [mul_assoc, inv_mul_cancel₀ hs]
      ring
    calc _ = 1 - (2 * (q ⬝ᵥ q)⁻¹ - (q ⬝ᵥ q)⁻¹ * (q ⬝ᵥ q)⁻¹ * (q ⬝ᵥ q)) •
          vecMulVec q q := by
          simp only [transverseProjector, sub_mul, mul_sub, one_mul, mul_one,
            smul_mul_assoc, mul_smul_comm, dyad_mul_dyad]
          module
      _ = transverseProjector q := by rw [hc, transverseProjector]
  · rw [transverseProjector, one_sub_dyad_mulVec, inv_mul_cancel₀ hs, one_smul, sub_self]
  · have h : (vecMulVec q q).trace = q ⬝ᵥ q := rfl
    rw [transverseProjector, Matrix.trace_sub, Matrix.trace_one, Matrix.trace_smul, h,
      smul_eq_mul, inv_mul_cancel₀ hs]

/-- At fixed nonzero `κ` the structure factor tends to the identity as `q → 0`. -/
theorem tendsto_structureFactor_zero {κ : ℝ} (hκ : κ ≠ 0) :
    Tendsto (fun q : n → ℝ => structureFactor κ q) (𝓝 0) (𝓝 1) := by
  have hcont : Continuous
      (fun q : n → ℝ => 1 - (q ⬝ᵥ q + κ ^ 2)⁻¹ • vecMulVec q q) := by
    have h1 : Continuous (fun q : n → ℝ => q ⬝ᵥ q + κ ^ 2) := by
      simp only [dotProduct]
      fun_prop
    have h2 : Continuous (fun q : n → ℝ => (q ⬝ᵥ q + κ ^ 2)⁻¹) :=
      h1.inv₀ fun q => (denominator_pos hκ q).ne'
    have h3 : Continuous (fun q : n → ℝ => vecMulVec q q) := by
      refine continuous_matrix fun i j => ?_
      simp only [Matrix.vecMulVec_apply]
      fun_prop
    have h4 := h2.smul h3
    exact continuous_const.sub h4
  have h0 : vecMulVec (0 : n → ℝ) (0 : n → ℝ) = 0 := by
    ext i j
    simp [Matrix.vecMulVec_apply]
  have h := hcont.tendsto 0
  simp only [h0, smul_zero, sub_zero] at h
  exact h.congr fun q => (structureFactor_eq hκ q).2.symm

/-- The transverse projector is unchanged when the wavevector is rescaled by a nonzero factor. -/
theorem transverseProjector_smul {t : ℝ} (ht : t ≠ 0) (q : n → ℝ) :
    transverseProjector (t • q) = transverseProjector q := by
  have h1 : (t • q) ⬝ᵥ (t • q) = t * t * (q ⬝ᵥ q) := by
    simp only [smul_dotProduct, dotProduct_smul, smul_eq_mul]
    ring
  have h2 : vecMulVec (t • q) (t • q) = (t * t) • vecMulVec q q := by
    ext i j
    simp only [Matrix.vecMulVec_apply, Matrix.smul_apply, Pi.smul_apply, smul_eq_mul]
    ring
  rw [transverseProjector, transverseProjector, h1, h2, smul_smul, mul_inv, mul_right_comm,
    inv_mul_cancel₀ (mul_ne_zero ht ht), one_mul]

/-- Pinch point: in two or more dimensions the transverse projector has no limit as the
wavevector tends to zero through nonzero values. -/
theorem pinch_point [Nontrivial n] :
    ¬ ∃ L : Matrix n n ℝ,
      Tendsto (fun q : n → ℝ => transverseProjector q) (𝓝[≠] 0) (𝓝 L) := by
  rintro ⟨L, hL⟩
  -- along each ray the projector is constant, so a limit would equal it for every direction
  have key : ∀ q : n → ℝ, q ≠ 0 → L = transverseProjector q := by
    intro q hq
    have h0 : Tendsto (fun t : ℝ => t • q) (𝓝[≠] 0) (𝓝 0) := by
      have h : Continuous (fun t : ℝ => t • q) := by fun_prop
      have h' := h.tendsto 0
      simp only [zero_smul] at h'
      exact h'.mono_left nhdsWithin_le_nhds
    have h1 : Tendsto (fun t : ℝ => t • q) (𝓝[≠] 0) (𝓝[≠] 0) := by
      refine tendsto_nhdsWithin_iff.2 ⟨h0, ?_⟩
      filter_upwards [self_mem_nhdsWithin] with t ht
      exact smul_ne_zero ht hq
    have h2 : Tendsto (fun t : ℝ => transverseProjector (t • q)) (𝓝[≠] 0)
        (𝓝 (transverseProjector q)) := by
      refine tendsto_const_nhds.congr' ?_
      filter_upwards [self_mem_nhdsWithin] with t ht
      exact (transverseProjector_smul ht q).symm
    exact tendsto_nhds_unique (hL.comp h1) h2
  -- two coordinate axes give different values of the same diagonal entry
  obtain ⟨i, j, hij⟩ := exists_pair_ne n
  have hi : (Pi.single i (1 : ℝ) : n → ℝ) ≠ 0 := by simp
  have hj : (Pi.single j (1 : ℝ) : n → ℝ) ≠ 0 := by simp
  have h := congrFun (congrFun ((key _ hi).symm.trans (key _ hj)) i) i
  simp [transverseProjector, Matrix.vecMulVec_apply, hij] at h

end

end PinchPoint
```

```lean
#print axioms PinchPoint.longitudinal_half_width
#print axioms PinchPoint.tendsto_transverseProjector
#print axioms PinchPoint.tendsto_structureFactor_zero
#print axioms PinchPoint.pinch_point
```

```
'PinchPoint.longitudinal_half_width' depends on axioms: [propext, Classical.choice, Quot.sound]
'PinchPoint.tendsto_transverseProjector' depends on axioms: [propext, Classical.choice, Quot.sound]
'PinchPoint.tendsto_structureFactor_zero' depends on axioms: [propext, Classical.choice, Quot.sound]
'PinchPoint.pinch_point' depends on axioms: [propext, Classical.choice, Quot.sound]
```

## How the Lean statements correspond to the physics

The finite type `n` labels the components, and $d$ is `Fintype.card n`; ordinary space is `Fin 3`. The wavevector is a function `q : n → ℝ`, `q ⬝ᵥ q` is $|q|^2$, and `vecMulVec q q` is the dyad $D$. The matrices $A_\kappa(q)$, $S_\kappa(q)$ and $P(q)$ are `stiffness κ q`, `structureFactor κ q` and `transverseProjector q`. Only $\kappa^2$ enters, so the hypothesis is `κ ≠ 0` and not positivity.

- `structureFactor_eq` states that the energy matrix times the structure factor is the identity, and gives the closed form.
- `structureFactor_modes` gives the action on $q$ and on every vector orthogonal to it.
- `longitudinal_half_width` uses the unnormalised $q$, so its left side is $q\cdot S_\kappa(q)q=\tfrac12|q|^2$. With the unit vector $\hat q=q/|q|$ this reads $\hat q\cdot S_\kappa(q)\hat q=\tfrac12$.
- `tendsto_transverseProjector` contains the limit $\kappa\to0$ at nonzero $q$ and the four properties of $P(q)$.
- `tendsto_structureFactor_zero` is the limit $q\to0$ at fixed nonzero $\kappa$.
- `pinch_point` denies that any matrix `L` is a limit of the projector at $q=0$. The assumption `[Nontrivial n]` says that there are at least two components.

Convergence of matrices means convergence of every entry. The filter `𝓝[≠] 0` approaches zero through nonzero values, so the values that Lean's convention $1/0=0$ assigns at $\kappa=0$ or to $P(0)$ play no part in the limits.

## How the proof follows the algebra

`dyad_mul_dyad` is $D^2=sD$, checked entry by entry. In `structureFactor_eq`, `hc` says that the bracket multiplying $D$ vanishes; `field_simp` and `ring` clear the denominators: $\kappa^2$ is nonzero by hypothesis, and $|q|^2+\kappa^2$ by `denominator_pos`. The tactic `module` collects the multiples of $D$ in the expanded product, and `Matrix.inv_eq_right_inv` turns the right inverse into the inverse.

`one_sub_dyad_mulVec` is the formula for $(I-bD)v$, and both eigenvalue statements come from it. The half-width theorem cancels the nonzero factor $|q|^2$ and cross-multiplies.

For $\kappa\to0$, the proof takes the limit of the closed form and then uses its equality with the structure factor at every nonzero $\kappa$. For $q\to0$, it shows that the closed form is continuous in $q$ and evaluates it at zero.

In `pinch_point`, `key` is the argument along rays: `transverseProjector_smul` makes the projector constant on each ray, and `tendsto_nhds_unique` forces `L` to equal that constant. The last lines compare the $(i,i)$ entry for the axes $i$ and $j$, and `simp` reduces the supposed equality to a contradiction.

## Gaussian averages, lattice spins and measured intensities

The theorems cover the matrix algebra and the limits for one real mode with a finite number of components. The form of the energy is assumed and not derived from a spin Hamiltonian, and the identification of its inverse with a structure factor is a definition. Fixed spin length, lattice structure and interactions between modes are absent. So are the magnetic form factor, the neutron polarisation factor and instrumental resolution, all of which affect a measured intensity. The model is static and says nothing about the energy transfer in an inelastic experiment.

Another formulation starts from a Gaussian probability density proportional to $\exp(-m^TA_\kappa(q)m/2T)$, with $T$ the temperature in the same energy units, and defines the structure factor as the average $\langle mm^T\rangle$. This average is $T\,A_\kappa(q)^{-1}$. The formal development would then need a Gaussian integral, and the structure factor would carry a prefactor $T$. At fixed $T>0$ the half width and the pinch point would stay as they are, with the longitudinal response compared with $T$ instead of $1$.
